# In the Kane model, spin–orbit coupling puts the evanescent branch point below midgap

In the Kane model without the free-electron and remote-band terms, for band gap $E_g>0$, spin–orbit splitting $\Delta>0$ and interband coupling $P\neq0$, the squared decay constant of the evanescent states is a strictly concave function of energy across the gap. It is largest at exactly one energy, which lies strictly between the valence band edge and midgap.

A state with energy $E$ inside the gap cannot propagate, but it can decay as $e^{-\kappa x}$ away from an interface or into a barrier. The wave vector is taken to have no component parallel to the interface, and the decay constant $\kappa$ then vanishes at both band edges. The energy where it is largest is the branch point, at which the evanescent branch leaving the valence band meets the one leaving the conduction band. Its position bears on tunnelling and on the tails of interface states, here within a bulk model that omits the heavy-hole band.

```lean
import Mathlib

open Set

namespace KaneEvanescentBranch

noncomputable section
```

## From the band equation to the decay constant

Energy is measured from the valence band edge. The conduction, light-hole and split-off bands obey

$$E(E-E_g)(E+\Delta)-P^2k^2\left(E+\tfrac{2\Delta}{3}\right)=0 .$$

The constant $P$ stands for the momentum matrix element between the s-like conduction and p-like valence states, with $\hbar$ and the electron mass absorbed so that $Pk$ is an energy. This equation is the starting point. Its derivation from a crystal's k·p Hamiltonian, with the free-electron kinetic term and remote bands neglected, is assumed.

In Lean the left-hand side is a function of complex `E` and `k`, with real parameters, so an imaginary wave number can be inserted directly.

```lean
/-- The Kane secular function of the coupled conduction, light-hole and split-off bands, at
energy `E` and complex wave number `k`; the valence band edge is the zero of energy. -/
def kaneSecular (Eg Δ P : ℝ) (E k : ℂ) : ℂ :=
  E * (E - Eg) * (E + Δ) - P ^ 2 * k ^ 2 * (E + 2 * Δ / 3)
```

Write $a=2\Delta/3$. Putting $k=i\kappa$ gives $k^2=-\kappa^2$, and solving for $\kappa^2$ gives

$$\kappa^2(E)=\frac{E(E_g-E)(E+\Delta)}{P^2(E+a)} .$$

The name `decaySq` denotes this quotient.

```lean
/-- The squared decay constant at energy `E`, for `P ≠ 0` and `E ≠ -2Δ/3`. -/
def decaySq (Eg Δ P E : ℝ) : ℝ :=
  E * (Eg - E) * (E + Δ) / (P ^ 2 * (E + 2 * Δ / 3))
```

To differentiate it, split the ratio of the last two factors:

$$\frac{E+\Delta}{E+a}=1+\frac{\Delta/3}{E+a}.$$

With $u=E+a$,

$$\frac{E(E_g-E)}{E+a}=\frac{(u-a)(E_g+a-u)}{u}=E_g+2a-u-\frac{a(E_g+a)}{u}.$$

Therefore

$$\frac{d\kappa^2}{dE}=\frac{1}{P^2}\left[E_g-2E+\frac{\Delta}{3}\left(\frac{a(E_g+a)}{(E+a)^2}-1\right)\right].$$

This split also guards against a wrong guess about the direction of the shift. The factor $E+\Delta$ grows with energy and, taken alone, would move the maximum above midgap. The ratio $(E+\Delta)/(E+a)$ falls with energy, because $a<\Delta$.

```lean
/-- The slope of the squared decay constant as a function of energy, for `P ≠ 0` and
`E ≠ -2Δ/3`. -/
def decaySlope (Eg Δ P E : ℝ) : ℝ :=
  (Eg - 2 * E + Δ / 3 * (2 * Δ / 3 * (Eg + 2 * Δ / 3) / (E + 2 * Δ / 3) ^ 2 - 1)) / P ^ 2
```

The next theorem ties the quotient to the band equation. For real $\kappa$ and $E\ge0$, the secular function vanishes at $k=i\kappa$ exactly when $\kappa^2$ equals `decaySq`. The proof uses $i^2=-1$ to show that the secular function is real there, then clears the nonzero denominator.

```lean
/-- For `Δ > 0`, `P ≠ 0` and `E ≥ 0`, the imaginary wave number `iκ` solves the Kane secular
equation at energy `E` exactly when `κ²` is the squared decay constant. -/
theorem secular_imaginary_iff {Eg Δ P E : ℝ} (κ : ℝ) (hΔ : 0 < Δ) (hP : P ≠ 0)
    (hE : 0 ≤ E) :
    kaneSecular Eg Δ P E (Complex.I * κ) = 0 ↔ κ ^ 2 = decaySq Eg Δ P E := by
  -- at an imaginary wave number the secular function is real
  have h : kaneSecular Eg Δ P E (Complex.I * κ) =
      ((E * (E - Eg) * (E + Δ) + P ^ 2 * κ ^ 2 * (E + 2 * Δ / 3) : ℝ) : ℂ) := by
    unfold kaneSecular
    push_cast
    linear_combination (-((P : ℂ) ^ 2 * κ ^ 2 * (E + 2 * Δ / 3))) * Complex.I_sq
  have hne : P ^ 2 * (E + 2 * Δ / 3) ≠ 0 := by positivity
  rw [h, Complex.ofReal_eq_zero, decaySq, eq_div_iff hne]
  constructor <;> intro h' <;> linear_combination h'
```

The slope formula is checked next. Lean applies the product and quotient rules to the original expression, and `field_simp` and `ring` reduce the result to the form found above.

```lean
/-- For `Δ > 0`, `P ≠ 0` and `E ≥ 0`, the derivative of the squared decay constant with respect
to energy is `decaySlope`. -/
theorem hasDerivAt_decaySq {Eg Δ P E : ℝ} (hΔ : 0 < Δ) (hP : P ≠ 0) (hE : 0 ≤ E) :
    HasDerivAt (decaySq Eg Δ P) (decaySlope Eg Δ P E) E := by
  have hne : P ^ 2 * (E + 2 * Δ / 3) ≠ 0 := by positivity
  have h1 := ((hasDerivAt_id' E).fun_mul ((hasDerivAt_id' E).const_sub Eg)).fun_mul
    ((hasDerivAt_id' E).add_const Δ)
  have h2 := ((hasDerivAt_id' E).add_const (2 * Δ / 3)).const_mul (P ^ 2)
  refine (h1.fun_div h2 hne).congr_deriv ?_
  unfold decaySlope
  field_simp
  ring
```

## Strict concavity across the gap

In the slope, $E_g-2E$ strictly decreases with $E$, and $a(E_g+a)/(E+a)^2$ does not increase for $E\ge0$. The slope is therefore strictly decreasing on the gap, and a continuous function with strictly decreasing derivative in the interior is strictly concave.

`StrictConcaveOn ℝ (Icc 0 Eg)` states this on the closed interval $[0,E_g]$. The step `gcongr` compares the fractions at two energies $x<y$, and `linarith` adds the strict decrease of the linear term.

```lean
/-- For `Eg, Δ > 0` and `P ≠ 0`, the squared decay constant is a strictly concave function of
energy on the closed gap. -/
theorem strictConcaveOn_decaySq {Eg Δ P : ℝ} (hEg : 0 < Eg) (hΔ : 0 < Δ) (hP : P ≠ 0) :
    StrictConcaveOn ℝ (Icc 0 Eg) (decaySq Eg Δ P) := by
  apply StrictAntiOn.strictConcaveOn_of_deriv (convex_Icc 0 Eg)
  · exact fun E hE => (hasDerivAt_decaySq hΔ hP hE.1).continuousAt.continuousWithinAt
  · rw [interior_Icc]
    intro x hx y hy hxy
    have hx0 : 0 < x := hx.1
    have hy0 : 0 < y := hy.1
    rw [(hasDerivAt_decaySq hΔ hP hx0.le).deriv, (hasDerivAt_decaySq hΔ hP hy0.le).deriv]
    -- both energy-dependent terms of the slope decrease
    have h1 : 2 * Δ / 3 * (Eg + 2 * Δ / 3) / (y + 2 * Δ / 3) ^ 2 ≤
        2 * Δ / 3 * (Eg + 2 * Δ / 3) / (x + 2 * Δ / 3) ^ 2 := by
      gcongr
    have h2 := mul_le_mul_of_nonneg_left h1 (by positivity : 0 ≤ Δ / 3)
    have hP2 : 0 < P ^ 2 := by positivity
    unfold decaySlope
    apply div_lt_div_of_pos_right _ hP2
    linarith
```

## Locating the maximum

At $E=0$ and $E=E_g$ the numerator of $\kappa^2$ vanishes, while at midgap every factor is positive. A maximiser over the closed gap therefore cannot be a band edge. The hypothesis `IsMaxOn` says that no energy in $[0,E_g]$ gives a larger value than $E_0$, and the conclusion places $E_0$ in the open interval `Ioo 0 Eg`.

```lean
/-- For `Eg, Δ > 0` and `P ≠ 0`, an energy of the closed gap at which the squared decay constant
is largest lies strictly inside the gap. -/
theorem maximiser_mem_gap {Eg Δ P E₀ : ℝ} (hEg : 0 < Eg) (hΔ : 0 < Δ) (hP : P ≠ 0)
    (hE₀ : E₀ ∈ Icc 0 Eg) (hmax : IsMaxOn (decaySq Eg Δ P) (Icc 0 Eg) E₀) :
    E₀ ∈ Ioo 0 Eg := by
  have hmid : 0 < decaySq Eg Δ P (Eg / 2) := by
    have h : 0 < Eg - Eg / 2 := by linarith
    unfold decaySq
    positivity
  have hpos : 0 < decaySq Eg Δ P E₀ :=
    lt_of_lt_of_le hmid (isMaxOn_iff.1 hmax (Eg / 2) ⟨by linarith, by linarith⟩)
  -- the decay constant vanishes at both band edges
  refine ⟨lt_of_le_of_ne hE₀.1 ?_, lt_of_le_of_ne hE₀.2 ?_⟩
  · intro h
    rw [← h] at hpos
    simp [decaySq] at hpos
  · intro h
    rw [h] at hpos
    simp [decaySq] at hpos
```

At an interior maximum the slope is zero:

$$E_g-2E_0+\frac{\Delta}{3}\left(\frac{a(E_g+a)}{(E_0+a)^2}-1\right)=0 .$$

Suppose that $E_0\ge E_g/2$. Then

$$(E_0+a)^2-a(E_g+a)=E_0^2+a(2E_0-E_g)>0,$$

so the term with $\Delta/3$ is negative. Since $E_g-2E_0\le0$, the sum is negative too, a contradiction. Hence $E_0<E_g/2$.

Now $E_g-2E_0$ is positive, so the other term must be negative. This means $(E_0+a)^2>a(E_g+a)$, and taking the positive root gives

$$\sqrt{a(E_g+a)}-a<E_0<\frac{E_g}{2}.$$

The lower bound is itself positive. In Lean, `hs` is the stationarity condition, `hlt` the argument by contradiction, and `hsq` the inequality from which the root is taken.

```lean
/-- For `Eg, Δ > 0` and `P ≠ 0`, the energy of largest decay constant in the closed gap lies
below midgap and above `√(a (Eg + a)) - a`, where `a = 2Δ/3`. -/
theorem maximiser_bounds {Eg Δ P E₀ : ℝ} (hEg : 0 < Eg) (hΔ : 0 < Δ) (hP : P ≠ 0)
    (hE₀ : E₀ ∈ Icc 0 Eg) (hmax : IsMaxOn (decaySq Eg Δ P) (Icc 0 Eg) E₀) :
    √(2 * Δ / 3 * (Eg + 2 * Δ / 3)) - 2 * Δ / 3 < E₀ ∧ E₀ < Eg / 2 := by
  obtain ⟨h0, h1⟩ := maximiser_mem_gap hEg hΔ hP hE₀ hmax
  -- the slope vanishes at an interior maximum
  have hs : decaySlope Eg Δ P E₀ = 0 :=
    (hmax.isLocalMax (Icc_mem_nhds h0 h1)).hasDerivAt_eq_zero
      (hasDerivAt_decaySq hΔ hP h0.le)
  have hP2 : P ^ 2 ≠ 0 := pow_ne_zero 2 hP
  have hst := (div_eq_zero_iff.1 hs).resolve_right hP2
  have hu : 0 < E₀ + 2 * Δ / 3 := by positivity
  have hu2 : 0 < (E₀ + 2 * Δ / 3) ^ 2 := by positivity
  have hΔ3 : 0 < Δ / 3 := by positivity
  have hlt : E₀ < Eg / 2 := by
    by_contra hcon
    have hge : 0 ≤ 2 * E₀ - Eg := by linarith [not_lt.1 hcon]
    have hq : 2 * Δ / 3 * (Eg + 2 * Δ / 3) / (E₀ + 2 * Δ / 3) ^ 2 < 1 := by
      rw [div_lt_one hu2]
      nlinarith [mul_nonneg hΔ.le hge, pow_pos h0 2]
    have := mul_neg_of_pos_of_neg hΔ3 (sub_neg.2 hq)
    linarith
  refine ⟨?_, hlt⟩
  have hsq : 2 * Δ / 3 * (Eg + 2 * Δ / 3) < (E₀ + 2 * Δ / 3) ^ 2 := by
    by_contra hcon
    have hq : 1 ≤ 2 * Δ / 3 * (Eg + 2 * Δ / 3) / (E₀ + 2 * Δ / 3) ^ 2 :=
      (one_le_div hu2).2 (not_lt.1 hcon)
    have := mul_nonneg hΔ3.le (sub_nonneg.2 hq)
    linarith
  linarith [(Real.sqrt_lt' hu).2 hsq]
```

A continuous function on the compact interval $[0,E_g]$ attains its maximum, and the preceding bounds place that maximum between $0$ and $E_g/2$. Two different maximisers would contradict strict concavity, since $\kappa^2$ would be larger still between them.

The main theorem expresses uniqueness as a strict inequality: every energy in the closed gap other than $E_0$ has a smaller squared decay constant. As $\kappa\ge0$ for a decaying state, the same energy maximises $\kappa$.

```lean
/-- For `Eg, Δ > 0` and `P ≠ 0`, the squared decay constant is strictly concave on the closed
gap, and it has a unique maximiser there, which lies strictly between the valence band edge and
midgap. -/
theorem branch_point_below_midgap {Eg Δ P : ℝ} (hEg : 0 < Eg) (hΔ : 0 < Δ) (hP : P ≠ 0) :
    StrictConcaveOn ℝ (Icc 0 Eg) (decaySq Eg Δ P) ∧
      ∃ E₀ ∈ Ioo 0 (Eg / 2), ∀ E ∈ Icc 0 Eg, E ≠ E₀ →
        decaySq Eg Δ P E < decaySq Eg Δ P E₀ := by
  have hconc := strictConcaveOn_decaySq hEg hΔ hP
  have hcont : ContinuousOn (decaySq Eg Δ P) (Icc 0 Eg) :=
    fun E hE => (hasDerivAt_decaySq hΔ hP hE.1).continuousAt.continuousWithinAt
  obtain ⟨E₀, hE₀, hmax⟩ := isCompact_Icc.exists_isMaxOn (nonempty_Icc.2 hEg.le) hcont
  refine ⟨hconc, E₀, ⟨(maximiser_mem_gap hEg hΔ hP hE₀ hmax).1,
    (maximiser_bounds hEg hΔ hP hE₀ hmax).2⟩, ?_⟩
  intro E hE hne
  by_contra hcon
  -- a second maximiser would contradict strict concavity
  have hmax' : IsMaxOn (decaySq Eg Δ P) (Icc 0 Eg) E :=
    isMaxOn_iff.2 fun x hx => (isMaxOn_iff.1 hmax x hx).trans (not_lt.1 hcon)
  exact hne (hconc.eq_of_isMaxOn hmax' hmax hE hE₀)
```

## Midgap when the splitting vanishes

For $\Delta=0$ and $E>0$, the factors $E+\Delta$ and $E+a$ both become $E$ and cancel:

$$\kappa^2(E)=\frac{E(E_g-E)}{P^2}=\frac{1}{P^2}\left[\frac{E_g^2}{4}-\left(E-\frac{E_g}{2}\right)^2\right].$$

The maximum is exactly at midgap, so within this model the downward shift comes from the spin–orbit splitting. The theorem compares midgap with every other positive energy, including those above the gap, where the quotient is negative and no longer the square of a real decay constant. It leaves out $E=0$, where the original quotient reads $0/0$. In the proof, `key` carries out the cancellation and `hsq` supplies the positive square.

```lean
/-- Without spin-orbit coupling, for `Eg > 0` and `P ≠ 0`, the squared decay constant at midgap
exceeds that at every other positive energy. -/
theorem midgap_without_spin_orbit {Eg P E : ℝ} (hEg : 0 < Eg) (hP : P ≠ 0) (hE : 0 < E)
    (hne : E ≠ Eg / 2) : decaySq Eg 0 P E < decaySq Eg 0 P (Eg / 2) := by
  -- the valence factors cancel and leave a parabola
  have key : ∀ x : ℝ, 0 < x → decaySq Eg 0 P x = x * (Eg - x) / P ^ 2 := by
    intro x hx
    unfold decaySq
    simp only [mul_zero, zero_div, add_zero]
    field_simp
  have hP2 : 0 < P ^ 2 := by positivity
  have hsq : 0 < (E - Eg / 2) ^ 2 :=
    lt_of_le_of_ne (sq_nonneg _) (Ne.symm (pow_ne_zero 2 (sub_ne_zero.2 hne)))
  rw [key E hE, key (Eg / 2) (by positivity)]
  apply div_lt_div_of_pos_right _ hP2
  nlinarith

end

end KaneEvanescentBranch
```

```lean
#print axioms KaneEvanescentBranch.secular_imaginary_iff
#print axioms KaneEvanescentBranch.branch_point_below_midgap
#print axioms KaneEvanescentBranch.midgap_without_spin_orbit
```

```
'KaneEvanescentBranch.secular_imaginary_iff' depends on axioms: [propext, Classical.choice, Quot.sound]
'KaneEvanescentBranch.branch_point_below_midgap' depends on axioms: [propext, Classical.choice, Quot.sound]
'KaneEvanescentBranch.midgap_without_spin_orbit' depends on axioms: [propext, Classical.choice, Quot.sound]
```
